# Deleting the last upper basis state leaves the truncated Dirac Landau Hamiltonian with a single zero mode

To diagonalise a massless Dirac electron in a uniform magnetic field, I have to choose how many oscillator levels each spinor component keeps, and I kept the same number in both. The matrix is then [[0, a], [a*, 0]] with a square ladder matrix a. It gives me two states at zero energy, where I expected one for each guiding centre. One of them sits on the lowest lower-component level, as it should. The other sits entirely on the highest upper-component level. May I just delete that basis state, or will this disturb the other Landau levels?

## The highest upper state has lost its partner

You may delete it, and the other levels stay where they are. The field couples upper level i to lower level i+1, so the two components should not be cut at the same level. If the lower component keeps levels 0, …, N, the upper one should keep only 0, …, N−1.

Write u(i) for the upper amplitudes and w(j) for the lower ones. With N+1 levels in each component, the only nonzero entries of a are √(i+1) at position (i, i+1), for i = 0, …, N−1. Call the full matrix D. It sends (u, w) to (a w, a* u), where

(a w)(i) = √(i+1) w(i+1) for i < N, and (a w)(N) = 0,

(a* u)(0) = 0, and (a* u)(i+1) = √(i+1) u(i) for i < N.

The amplitude u(N) appears nowhere on the right. Its partner would be lower level N+1, which the truncation has removed, so the state with only u(N) nonzero is a zero mode of D. Its row vanishes as well. D is therefore the smaller matrix H, obtained by deleting this state, together with a 1×1 zero block, and the deletion removes one zero eigenvalue and nothing else.

## Solving the trimmed matrix pair by pair

The eigenvalue equation of H at energy E reads

E w(0) = 0,

√(i+1) w(i+1) = E u(i),

√(i+1) u(i) = E w(i+1),

with i = 0, …, N−1 in the last two lines. The lowest lower amplitude stands alone, and the others form N independent pairs. Multiplying the third equation by √(i+1) and inserting the second gives

(i+1) u(i) = E √(i+1) w(i+1) = E² u(i).

Exchanging the roles of the two equations gives the same for w(i+1), so that

(i+1 − E²) u(i) = 0 and (i+1 − E²) w(i+1) = 0.

There are three cases.

- **E = 0.** Since √(i+1) is nonzero, every pair vanishes. Only w(0) is free, so the kernel is a line.
- **E² = i+1 for some i < N.** Then E ≠ 0 and w(0) = 0. For any other pair k the factor is k+1 − E² = k − i ≠ 0, so that pair vanishes. In pair i the ratio is fixed: u(i) : w(i+1) = E : √(i+1). For E = ±√(i+1) the normalised amplitudes are u(i) = ±1/√2 and w(i+1) = 1/√2.
- **E² is none of 0, 1, …, N.** Every amplitude vanishes, and E is not an eigenvalue.

The spectrum is therefore 0, ±√1, …, ±√N, which makes 2N+1 distinct values for a matrix of size 2N+1. For N = 0 only the 1×1 zero matrix and its zero mode remain.

## What the Lean statements say

`ladder N` is a, `dirac N` is D, and `trimmed N` is H, defined as the submatrix of `dirac N` without the last upper state. Its index type `Fin N ⊕ Fin (N + 1)` lists N upper states, tagged `Sum.inl`, and N+1 lower states, tagged `Sum.inr`. The product `*ᵥ` is a matrix acting on a vector, and `Pi.single` is a vector with one nonzero entry.

The statements are these:

- `deleted_state_zero_mode`: D annihilates the last upper basis state.
- `trimmed_ker` and `trimmed_ker_finrank`: the kernel of H is spanned by the lowest lower-component state and has dimension one.
- `landau_level`: if E² = i+1 for a retained upper level i, the solutions at energy E are exactly the multiples of `landauState i E`. This vector has entries E and √(i+1) and squared norm 2(i+1).
- `trimmed_spectrum`: a complex number E has a nonzero eigenvector exactly when E² = n for some natural number n ≤ N. Such an E is automatically real.

Energies are measured in units of √2 ħv_D/ℓ, with v_D the Dirac velocity and ℓ the magnetic length. The values √(i+1) are put in by definition. They stand for the matrix elements of the oscillator lowering operator that a uniform field produces, and the file does not derive them from a commutator. Placing a in the upper right block puts the physical zero mode on the lower component. With a and a* exchanged, the roles of the components are exchanged too, and the last lower state is the one to delete.

The model is one non-interacting, massless electron at a fixed guiding centre, without Zeeman term or disorder, in a finite basis. Within it, the result gives the right number of zero-energy states per guiding centre, namely one, for a single two-component Dirac species. In graphene each combination of valley and spin is such a species and contributes one state. This number enters the filling of the zeroth Landau level.

```lean
import Mathlib

open Matrix

namespace TruncatedDiracLandau

noncomputable section

/-- The ladder matrix element `√(n+1)` between the neighbouring oscillator levels
`n` and `n+1`. -/
def coupling (n : ℕ) : ℂ := ((Real.sqrt ((n : ℝ) + 1) : ℝ) : ℂ)

/-- The ladder matrix truncated to `N+1` levels, counted from zero: its only nonzero entries
are `√(i+1)` at position `(i, i+1)`. -/
def ladder (N : ℕ) : Matrix (Fin (N + 1)) (Fin (N + 1)) ℂ :=
  Matrix.of fun i j => if (i : ℕ) + 1 = (j : ℕ) then coupling i else 0

/-- The truncated Dirac Landau Hamiltonian `[[0, a], [a*, 0]]`, with as many upper as lower
basis states. -/
def dirac (N : ℕ) : Matrix (Fin (N + 1) ⊕ Fin (N + 1)) (Fin (N + 1) ⊕ Fin (N + 1)) ℂ :=
  Matrix.fromBlocks 0 (ladder N) (ladder N)ᴴ 0

/-- The Dirac matrix after the row and column of the last upper basis state are deleted. -/
def trimmed (N : ℕ) : Matrix (Fin N ⊕ Fin (N + 1)) (Fin N ⊕ Fin (N + 1)) ℂ :=
  (dirac N).submatrix (Sum.map Fin.castSucc id) (Sum.map Fin.castSucc id)

/-- The spinor with amplitude `E` on upper state `i` and `√(i+1)` on lower state `i+1`. -/
def landauState {N : ℕ} (i : Fin N) (E : ℂ) : Fin N ⊕ Fin (N + 1) → ℂ :=
  Pi.single (Sum.inl i) E + Pi.single (Sum.inr i.succ) (coupling i)

/-- The square of the matrix element between levels `n` and `n+1` is `n+1`. -/
theorem coupling_sq (n : ℕ) : coupling n ^ 2 = (n : ℂ) + 1 := by
  unfold coupling
  rw [← Complex.ofReal_pow, Real.sq_sqrt (by positivity)]
  simp

/-- Neighbouring levels are always coupled. -/
theorem coupling_ne_zero (n : ℕ) : coupling n ≠ 0 := by
  intro h
  have hs := coupling_sq n
  rw [h] at hs
  exact Nat.cast_add_one_ne_zero n (hs.symm.trans (by norm_num))

/-- The last upper basis state is a zero mode of the truncated Dirac matrix. -/
theorem deleted_state_zero_mode (N : ℕ) :
    dirac N *ᵥ Pi.single (Sum.inl (Fin.last N)) 1 = 0 := by
  rw [Matrix.mulVec_single_one]
  ext k
  rcases k with k | k
  · simp [dirac]
  · -- the level above the last one lies outside the truncated space
    have h : N + 1 ≠ (k : ℕ) := by
      have := k.isLt
      omega
    simp [dirac, ladder, h]

/-- The eigenvalue equation of the trimmed matrix splits into a condition on the lowest lower
amplitude and independent pairs that couple upper state `i` to lower state `i+1`. -/
theorem eigen_iff (N : ℕ) (v : Fin N ⊕ Fin (N + 1) → ℂ) (E : ℂ) :
    trimmed N *ᵥ v = E • v ↔ E * v (Sum.inr 0) = 0 ∧ ∀ i : Fin N,
      coupling i * v (Sum.inr i.succ) = E * v (Sum.inl i) ∧
      coupling i * v (Sum.inl i) = E * v (Sum.inr i.succ) := by
  -- entries of the ladder matrix in the rows that are kept
  have hl : ∀ (i : Fin N) (j : Fin (N + 1)),
      ladder N i.castSucc j = if j = i.succ then coupling i else 0 := by
    intro i j
    have h : ((i.castSucc : Fin (N + 1)) : ℕ) + 1 = (j : ℕ) ↔ j = i.succ :=
      ⟨fun h => Fin.ext h.symm, fun h => (congrArg Fin.val h).symm⟩
    by_cases hj : j = i.succ
    · rw [if_pos hj]
      exact if_pos (h.2 hj)
    · rw [if_neg hj]
      exact if_neg (mt h.1 hj)
  have hc : ∀ n, (starRingEnd ℂ) (coupling n) = coupling n := fun n => Complex.conj_ofReal _
  have hs : ∀ i : Fin N, (0 : Fin (N + 1)) ≠ i.succ := fun i => (Fin.succ_ne_zero i).symm
  -- action of the trimmed matrix on each component
  have hU : ∀ i : Fin N, (trimmed N *ᵥ v) (Sum.inl i) = coupling i * v (Sum.inr i.succ) := by
    intro i
    simp [trimmed, dirac, Matrix.mulVec, dotProduct, Fintype.sum_sum_type, hl]
  have h0 : (trimmed N *ᵥ v) (Sum.inr 0) = 0 := by
    simp [trimmed, dirac, Matrix.mulVec, dotProduct, Fintype.sum_sum_type, hl, hs]
  have hL : ∀ i : Fin N, (trimmed N *ᵥ v) (Sum.inr i.succ) = coupling i * v (Sum.inl i) := by
    intro i
    simp [trimmed, dirac, Matrix.mulVec, dotProduct, Fintype.sum_sum_type, hl,
      apply_ite (starRingEnd ℂ), hc]
  constructor
  · intro h
    exact ⟨(h0.symm.trans (congrFun h (Sum.inr 0))).symm, fun i =>
      ⟨(hU i).symm.trans (congrFun h (Sum.inl i)),
        (hL i).symm.trans (congrFun h (Sum.inr i.succ))⟩⟩
  · rintro ⟨hz, h⟩
    funext x
    rcases x with i | j
    · exact (hU i).trans (h i).1
    · induction j using Fin.cases with
      | zero => exact h0.trans hz.symm
      | succ i => exact (hL i).trans (h i).2

/-- Two amplitudes coupled by `g` at energy `E` both vanish after multiplication by
`g² - E²`. -/
theorem pair_condition {g a b E s : ℂ} (hs : g ^ 2 = s) (h1 : g * b = E * a)
    (h2 : g * a = E * b) : (s - E ^ 2) * a = 0 ∧ (s - E ^ 2) * b = 0 := by
  constructor
  · linear_combination (-a) * hs + g * h2 + E * h1
  · linear_combination (-b) * hs + g * h1 + E * h2

/-- The kernel of the trimmed Dirac matrix is spanned by the lowest lower-component state. -/
theorem trimmed_ker (N : ℕ) : LinearMap.ker (trimmed N).mulVecLin =
    Submodule.span ℂ {(Pi.single (Sum.inr 0) 1 : Fin N ⊕ Fin (N + 1) → ℂ)} := by
  ext v
  have key := eigen_iff N v 0
  rw [zero_smul] at key
  rw [LinearMap.mem_ker, Matrix.mulVecLin_apply, Submodule.mem_span_singleton, key]
  constructor
  · rintro ⟨-, h⟩
    refine ⟨v (Sum.inr 0), ?_⟩
    funext x
    rcases x with i | j
    · have hv := (mul_eq_zero.1 ((h i).2.trans (zero_mul _))).resolve_left (coupling_ne_zero i)
      simp [hv]
    · induction j using Fin.cases with
      | zero => simp
      | succ i =>
        have hv := (mul_eq_zero.1 ((h i).1.trans (zero_mul _))).resolve_left (coupling_ne_zero i)
        simp [hv]
  · rintro ⟨c, rfl⟩
    simp

/-- Once the last upper basis state is deleted, the truncated Dirac matrix has a
one-dimensional kernel. -/
theorem trimmed_ker_finrank (N : ℕ) :
    Module.finrank ℂ (LinearMap.ker (trimmed N).mulVecLin) = 1 := by
  rw [trimmed_ker]
  apply finrank_span_singleton
  intro h
  simpa using congrFun h (Sum.inr 0)

/-- If `E² = i+1` for a retained upper state `i`, the solutions of the trimmed eigenvalue
equation at energy `E` are exactly the multiples of `landauState i E`. -/
theorem landau_level {N : ℕ} (i : Fin N) {E : ℂ} (hE : E ^ 2 = ((i : ℕ) : ℂ) + 1)
    (v : Fin N ⊕ Fin (N + 1) → ℂ) :
    trimmed N *ᵥ v = E • v ↔ ∃ c : ℂ, v = c • landauState i E := by
  have hg := coupling_ne_zero i
  have hs : (0 : Fin (N + 1)) ≠ i.succ := (Fin.succ_ne_zero i).symm
  have hA : ∀ c : ℂ, (c • landauState i E) (Sum.inl i) = c * E := by
    intro c
    simp [landauState]
  have hB : ∀ c : ℂ, (c • landauState i E) (Sum.inr i.succ) = c * coupling i := by
    intro c
    simp [landauState]
  rw [eigen_iff]
  constructor
  · rintro ⟨hz, h⟩
    have hE0 : E ≠ 0 := by
      intro h0
      rw [h0] at hE
      exact Nat.cast_add_one_ne_zero (i : ℕ) (hE.symm.trans (by norm_num))
    have hv0 := (mul_eq_zero.1 hz).resolve_left hE0
    -- every other pair is off resonance
    have hoff : ∀ k : Fin N, k ≠ i → v (Sum.inl k) = 0 ∧ v (Sum.inr k.succ) = 0 := by
      intro k hk
      have hne : ((k : ℕ) : ℂ) + 1 - E ^ 2 ≠ 0 := by
        rw [hE]
        intro h'
        have h'' : ((k : ℕ) : ℂ) = ((i : ℕ) : ℂ) := by linear_combination h'
        exact hk (Fin.ext (by exact_mod_cast h''))
      have hp := pair_condition (coupling_sq k) (h k).1 (h k).2
      exact ⟨(mul_eq_zero.1 hp.1).resolve_left hne, (mul_eq_zero.1 hp.2).resolve_left hne⟩
    refine ⟨v (Sum.inr i.succ) / coupling i, ?_⟩
    funext x
    rcases x with k | j
    · by_cases hk : k = i
      · rw [hk, hA, div_mul_eq_mul_div, eq_div_iff hg]
        linear_combination (h i).2
      · simp [landauState, hk, (hoff k hk).1]
    · induction j using Fin.cases with
      | zero => simp [landauState, hs, hv0]
      | succ k =>
        by_cases hk : k = i
        · rw [hk, hB]
          field_simp
        · simp [landauState, hk, (hoff k hk).2]
  · rintro ⟨c, rfl⟩
    refine ⟨by simp [landauState, Pi.single_apply, hs], fun k => ?_⟩
    by_cases hk : k = i
    · rw [hk, hA, hB]
      constructor
      · linear_combination c * coupling_sq i - c * hE
      · ring
    · simp [landauState, Pi.single_apply, hk]

/-- The eigenvalues of the trimmed Dirac matrix are exactly the numbers `E` with `E² = n`
for some `n = 0, …, N`. -/
theorem trimmed_spectrum (N : ℕ) (E : ℂ) :
    (∃ v, v ≠ 0 ∧ trimmed N *ᵥ v = E • v) ↔ ∃ n : ℕ, n ≤ N ∧ E ^ 2 = (n : ℂ) := by
  constructor
  · rintro ⟨v, hv, h⟩
    by_contra hno
    obtain ⟨hz, hp⟩ := (eigen_iff N v E).1 h
    have hE0 : E ≠ 0 := fun h0 => hno ⟨0, Nat.zero_le _, by simp [h0]⟩
    have hne : ∀ k : Fin N, ((k : ℕ) : ℂ) + 1 - E ^ 2 ≠ 0 := fun k hk =>
      hno ⟨(k : ℕ) + 1, k.isLt, by push_cast; linear_combination -hk⟩
    -- off resonance every amplitude vanishes
    apply hv
    funext x
    rcases x with k | j
    · exact (mul_eq_zero.1 (pair_condition (coupling_sq k) (hp k).1 (hp k).2).1).resolve_left
        (hne k)
    · induction j using Fin.cases with
      | zero => exact (mul_eq_zero.1 hz).resolve_left hE0
      | succ k =>
        exact (mul_eq_zero.1 (pair_condition (coupling_sq k) (hp k).1 (hp k).2).2).resolve_left
          (hne k)
  · rintro ⟨n, hn, hE⟩
    cases n with
    | zero =>
      have h0 : E = 0 := by simpa using hE
      refine ⟨Pi.single (Sum.inr 0) 1, fun h => ?_, ?_⟩
      · simpa using congrFun h (Sum.inr 0)
      · rw [eigen_iff]
        simp [Pi.single_apply, h0]
    | succ m =>
      have hne : ∀ i : Fin N, landauState i E ≠ 0 := fun i h =>
        coupling_ne_zero i (by
          simpa [landauState, Pi.single_apply] using congrFun h (Sum.inr i.succ))
      exact ⟨landauState ⟨m, hn⟩ E, hne _,
        (landau_level ⟨m, hn⟩ (by rw [hE]; push_cast; rfl) _).2 ⟨1, (one_smul ℂ _).symm⟩⟩

end

end TruncatedDiracLandau
```

```lean
#print axioms TruncatedDiracLandau.deleted_state_zero_mode
#print axioms TruncatedDiracLandau.trimmed_ker_finrank
#print axioms TruncatedDiracLandau.trimmed_spectrum
```

```
'TruncatedDiracLandau.deleted_state_zero_mode' depends on axioms: [propext, Classical.choice, Quot.sound]
'TruncatedDiracLandau.trimmed_ker_finrank' depends on axioms: [propext, Classical.choice, Quot.sound]
'TruncatedDiracLandau.trimmed_spectrum' depends on axioms: [propext, Classical.choice, Quot.sound]
```

## From the component equations to the spectrum

`coupling_sq` and `coupling_ne_zero` supply the two facts about √(n+1) that the argument uses: its square is n+1, and it is not zero. In `deleted_state_zero_mode` the product with a basis vector is turned into a column of D, and `omega` confirms that no retained lower level has number N+1.

`eigen_iff` is the step from the matrix to the component equations. Inside it, `hl` gives the entries of a in the kept rows, and `hU`, `h0` and `hL` compute H v on upper state i, on lower state 0 and on lower state i+1. The case split `Fin.cases` says that a lower level is either 0 or the successor of some i, which is the division into one lone amplitude and N pairs.

`pair_condition` is the elimination within a pair, for a general coupling g with g² = s. Each `linear_combination` line lists the multiples of the equations that have to be added.

`trimmed_ker` sets E = 0 in `eigen_iff` and divides by the nonzero couplings. What is left is v = w(0) times the basis state. `trimmed_ker_finrank` then needs only that this basis state is not the zero vector.

In `landau_level`, `hoff` shows that the pairs with k ≠ i vanish, because k+1 − E² is nonzero there. The multiple c is w(i+1)/√(i+1), and the pair equation confirms that it also gives the right upper amplitude. The converse direction inserts the vector into the component equations, where E² = i+1 is used once.

`trimmed_spectrum` argues by contradiction in one direction: if E² is none of the allowed integers, all amplitudes vanish, although v was assumed nonzero. In the other direction it exhibits the lowest lower state for n = 0 and `landauState` with i = n−1 for n ≥ 1.

## Deleting another state, or choosing another energy

It matters which state is removed. Take N = 1, where D has the single coupling u(0)–w(1), and delete the last lower state instead of the last upper one. The states u(0), u(1) and w(0) remain, the matrix is zero, and the kernel has dimension three. So removing an arbitrary basis state is not enough. Nor does the dimension alone identify the right deletion: removing w(0) from D also leaves a one-dimensional kernel, but it is spanned by the spurious state. This is why `trimmed_ker` is more informative than the dimension count.

The condition E² = i+1 in `landau_level` is needed in full. For N = 1, i = 0 and E = 2, the vector with u(0) = 2 and w(1) = 1 is mapped to u(0) = 1 and w(1) = 2, whereas E times the vector has the entries 4 and 2. In general, the upper equation for `landauState i E` itself reads i+1 = E², so the equivalence fails at every other energy.

## A five-state basis with a mass term

In a calculation the deletion is made when the basis is set up. For N = 2 the list is u(0), u(1), w(0), w(1), w(2). The Hamiltonian has the coupling 1 between u(0) and w(1) and the coupling √2 between u(1) and w(2), and its eigenvalues are 0, ±1 and ±√2. Keeping u(2) would add a second 0.

The extra state does more harm once other terms are added. Let a mass term contribute +Δ on upper and −Δ on lower states, with Δ > 0. The paired levels move to ±√(n+Δ²) for n = 1, 2, and the physical zero mode moves to −Δ. The state u(2), still uncoupled, would appear at +Δ. That is inside the gap between −Δ and √(1+Δ²), where this model has no level.
